# Bounds on the number of raised and lowered linear-ladder levels below a given energy in a finite box

On the sites n = −N, …, N of a finite box, take a ladder of energies −Fn with spacing F > 0, and shift all of it up or down by w ≥ 0. The lemma says that, for any real energy E, at least N − (w + |E|)/F of the raised levels −Fn + w lie strictly below E, and at most N + 1 + (w + |E|)/F of the lowered levels −Fn − w do. These are counts of explicit real numbers; no Hamiltonian appears in the statement. With q = (w + |E|)/F, the attempt proves the first bound by showing that every site from ⌊q⌋ + 1 to N is counted, and the second by mapping the counted sites injectively into the integers from −⌊q⌋ to N.

Lean 4 with Mathlib refuses this proof:

```lean
import Mathlib

open Matrix

namespace LadderCount

noncomputable section

/-- The sites `-N, ..., N` of the box. -/
abbrev Site (N : ℕ) := {n : ℤ // n ∈ Finset.Icc (-(N : ℤ)) (N : ℤ)}

/-- Let `F > 0` and `w ≥ 0`. In the box, at least `N - (w + |E|) / F` of the raised rungs `-F n + w`
lie below `E`, and at most `N + 1 + (w + |E|) / F` of the lowered rungs `-F n - w` do. -/
theorem ladder_count (N : ℕ) {F w : ℝ} (hF : 0 < F) (hw : 0 ≤ w) (E : ℝ) :
    (N : ℝ) - (w + |E|) / F
        ≤ (Finset.univ.filter fun n : Site N => -F * ((n : ℤ) : ℝ) + w < E).card ∧
      ((Finset.univ.filter fun n : Site N => -F * ((n : ℤ) : ℝ) - w < E).card : ℝ)
        ≤ N + 1 + (w + |E|) / F := by
  obtain ⟨q, hq⟩ : ∃ q, q = (w + |E|) / F := ⟨_, rfl⟩
  have hq0 : 0 ≤ q := by rw [hq]; positivity
  have hFq : q * F = w + |E| := by rw [hq]; exact div_mul_cancel₀ _ hF.ne'
  have hE1 := neg_abs_le E
  have hE2 := le_abs_self E
  have h0 : 0 ≤ ⌊q⌋ := Int.floor_nonneg.2 hq0
  have hfl := Int.floor_le q
  rw [← hq]
  constructor
  · set S := Finset.univ.filter fun n : Site N => -F * ((n : ℤ) : ℝ) + w < E
    -- all sites beyond `q` are counted
    have hsub : Finset.Ioc ⌊q⌋ (N : ℤ) ⊆ S.image (fun n : Site N => (n : ℤ)) := by
      intro k hk
      obtain ⟨h1, h2⟩ := Finset.mem_Ioc.1 hk
      have hkq : q < k := Int.floor_lt.1 h1
      refine Finset.mem_image.2 ⟨⟨k, Finset.mem_Icc.2 ⟨by omega, h2⟩⟩,
        Finset.mem_filter.2 ⟨Finset.mem_univ _, ?_⟩, rfl⟩
      show -F * (k : ℝ) + w < E
      nlinarith [mul_pos (sub_pos.2 hkq) hF]
    have hc := (Finset.card_le_card hsub).trans Finset.card_image_le
    rw [Int.card_Ioc] at hc
    have hz : (N : ℤ) ≤ (S.card : ℤ) + ⌊q⌋ := by omega
    have hr : (N : ℝ) ≤ (S.card : ℝ) + (⌊q⌋ : ℝ) := by exact_mod_cast hz
    linarith
  · set S := Finset.univ.filter fun n : Site N => -F * ((n : ℤ) : ℝ) - w < E
    -- only sites beyond `-q` are counted
    have hc : S.card ≤ (Finset.Icc (-⌊q⌋) (N : ℤ)).card := by
      refine Finset.card_le_card_of_injOn (fun n : Site N => (n : ℤ)) ?_
        Subtype.val_injective.injOn
      intro n hn
      have h := (Finset.mem_filter.1 (Finset.mem_coe.1 hn)).2
      have h1 : -((n : ℤ) : ℝ) ≤ q := by
        by_contra hlt
        nlinarith [mul_pos (sub_pos.2 (not_le.1 hlt)) hF]
      have h2 : -(n : ℤ) ≤ ⌊q⌋ := Int.le_floor.2 (by push_cast; exact h1)
      exact Finset.mem_coe.2 (Finset.mem_Icc.2 ⟨by omega, (Finset.mem_Icc.1 n.2).2⟩)
    rw [Int.card_Icc] at hc
    have hz : (S.card : ℤ) ≤ N + 1 + ⌊q⌋ := by omega
    have hr : (S.card : ℝ) ≤ N + 1 + (⌊q⌋ : ℝ) := by exact_mod_cast hz
    linarith

end

end LadderCount
```

The compiler's answer:

```
Main.lean:54:51: error: omega could not prove the goal:
a possible counterexample may satisfy the constraints
  a ≥ 0
  a + c ≤ -1
  a + b ≥ 0
where
 a := ⌊q⌋
 b := ↑n
 c := (fun n => ↑n) n
```

What went wrong. The error is in the second bound, where `omega` must show that a counted site is at least `-⌊q⌋`. The hypothesis `h2` says just this about `↑n`, the integer value of the site. But the goal comes from the map given to `Finset.card_le_card_of_injOn`, and it still contains that map applied to `n`, as `(fun n => ↑n) n`.

The two expressions are equal by beta reduction, that is, by carrying out the function application. `omega` did not carry it out here: its message lists `↑n` and `(fun n => ↑n) n` as separate unknowns, `b` and `c`. What it knows about `b` then says nothing about `c`, hence the "possible counterexample".

The repair first states the inequality as `h3 : -⌊q⌋ ≤ (n : ℤ)`. Now the goal and `h2` speak of the same `↑n`, and `omega` succeeds. The last line passes `h3` in place of the `omega` call, and Lean accepts it because the type it expects there is the same up to beta reduction.

This version goes through:

```diff
@@ -52,5 +52,6 @@
         nlinarith [mul_pos (sub_pos.2 (not_le.1 hlt)) hF]
       have h2 : -(n : ℤ) ≤ ⌊q⌋ := Int.le_floor.2 (by push_cast; exact h1)
-      exact Finset.mem_coe.2 (Finset.mem_Icc.2 ⟨by omega, (Finset.mem_Icc.1 n.2).2⟩)
+      have h3 : -⌊q⌋ ≤ (n : ℤ) := by omega
+      exact Finset.mem_coe.2 (Finset.mem_Icc.2 ⟨h3, (Finset.mem_Icc.1 n.2).2⟩)
     rw [Int.card_Icc] at hc
     have hz : (S.card : ℤ) ≤ N + 1 + ⌊q⌋ := by omega
```
